# Nonlocal pseudopotentials dressed with line-integral phases keep a grid spectrum independent of the gauge origin in a uniform magnetic field

Put a molecule in a uniform magnetic field, add a nonlocal pseudopotential without adapting it to the vector potential, and the energy levels can change when the gauge origin moves, although the field stays the same. A local potential is diagonal in position and commutes with a gauge phase. A nonlocal one connects different points, where the gauge phases can differ. The remedy treated here multiplies its matrix elements by phases obtained by integrating the vector potential from the pseudopotential's centre. The setting is one particle of charge +1 on a finite grid, with ħ = 1. The hopping between grid points is taken to carry Peierls phases, which are the integrals of the vector potential along the straight segments between the points; the invariance of the spectrum relies on this as well as on the dressing. For an electron, of charge −1, all the phases change sign. This amounts to replacing the field B by −B, and the invariance results below hold for every B.

```lean
import Mathlib

open Matrix

namespace GaugeOriginPseudopotential

noncomputable section
```

This loads the mathematical library Mathlib. In the code below, `⨯₃` is the cross product, `⬝ᵥ` the dot product, `*ᵥ` a matrix acting on a vector, and `ᴴ` the conjugate transpose, written † in the text.

```lean
/-- Vectors in three-dimensional space. -/
abbrev Vec := Fin 3 → ℝ
```

A vector is a triple of real numbers, with components numbered 0, 1, 2.

```lean
/-- Vector potential `B × (r - G) / 2` of a uniform field `B` with gauge origin `G`. -/
def vecPot (B G r : Vec) : Vec := (1 / 2 : ℝ) • (B ⨯₃ (r - G))
```

For field B and gauge origin G, the vector potential at r is

A_G(r) = B × (r − G)/2.

```lean
/-- Line integral of a vector field `A` along the straight segment from `P` to `Q`. -/
def lineInt (A : Vec → Vec) (P Q : Vec) : ℝ :=
  ∫ t in (0 : ℝ)..1, A (P + t • (Q - P)) ⬝ᵥ (Q - P)
```

The line integral of A along the straight segment from P to Q is

∫₀¹ A(P + t(Q − P)) · (Q − P) dt.

```lean
/-- The gauge function `χ(r) = (B × (G - G')) · r / 2` for a move of the origin from `G` to `G'`. -/
def gaugeFn (B G G' r : Vec) : ℝ := (B ⨯₃ (G - G')) ⬝ᵥ r / 2
```

Moving the origin from G to G' adds the constant vector B × (G − G')/2 to the vector potential. This is the gradient of

χ(r) = (B × (G − G')) · r/2.

```lean
/-- Hopping matrix on the grid `r`, with the Peierls phase of the segment from `r k` to `r j`
(charge `+1`, `ħ = 1`). -/
def hopping {n : Type*} (A : Vec → Vec) (r : n → Vec) (T : Matrix n n ℂ) : Matrix n n ℂ :=
  Matrix.of fun j k => T j k * Complex.exp ((lineInt A (r k) (r j) : ℝ) * Complex.I)
```

The type `n` labels the grid points, and `r j` is the position r_j. The hopping matrix has elements T_jk exp(i∫A), with the integral running from r_k to r_j. On the diagonal the segment has zero length, so local potentials can be included in T unchanged.

```lean
/-- Nonlocal potential centred at `C`, dressed with the phases of the straight segments
from `C` to the grid points. -/
def dressed {n : Type*} (A : Vec → Vec) (C : Vec) (r : n → Vec) (V : Matrix n n ℂ) :
    Matrix n n ℂ :=
  Matrix.of fun j k =>
    V j k * Complex.exp ((lineInt A C (r j) - lineInt A C (r k) : ℝ) * Complex.I)
```

Write φ(r) for the line integral from the centre C to r. The dressed potential has elements

V_jk exp(i(φ(r_j) − φ(r_k))).

The straight path is part of the model.

```lean
/-- Grid Hamiltonian: Peierls hopping plus dressed nonlocal potentials `V a` at centres `C a`. -/
def hamiltonian {n ι : Type*} [Fintype ι] (A : Vec → Vec) (r : n → Vec) (T : Matrix n n ℂ)
    (C : ι → Vec) (V : ι → Matrix n n ℂ) : Matrix n n ℂ :=
  hopping A r T + ∑ a, dressed A (C a) r (V a)
```

The Hamiltonian is the hopping matrix plus a sum of dressed potentials V_a at centres C_a, with `a` running over a finite type `ι`. Neither T nor V_a has to be Hermitian for what follows; in a physical Hamiltonian they would be.

```lean
/-- The diagonal gauge matrix with entries `exp(i χ(r j))`. -/
def gaugeU {n : Type*} [DecidableEq n] (B G G' : Vec) (r : n → Vec) : Matrix n n ℂ :=
  Matrix.diagonal fun j => Complex.exp ((gaugeFn B G G' (r j) : ℝ) * Complex.I)
```

The gauge matrix U is diagonal, with elements exp(iχ(r_j)).

```lean
/-- The line integral of the vector potential from `P` to `Q` is `(B × (P - G)) · (Q - P) / 2`. -/
theorem lineInt_vecPot (B G P Q : Vec) :
    lineInt (vecPot B G) P Q = (B ⨯₃ (P - G)) ⬝ᵥ (Q - P) / 2 := by
  -- the part of the field that varies along the segment is perpendicular to it
  have h : ∀ t : ℝ, vecPot B G (P + t • (Q - P)) ⬝ᵥ (Q - P)
      = (B ⨯₃ (P - G)) ⬝ᵥ (Q - P) / 2 := by
    intro t
    simp only [vecPot, cross_apply, dotProduct, Fin.sum_univ_three, Pi.smul_apply,
      Pi.add_apply, Pi.sub_apply, smul_eq_mul, Matrix.cons_val_zero, Matrix.cons_val_one,
      Matrix.cons_val]
    ring
  unfold lineInt
  simp only [h]
  rw [intervalIntegral.integral_const]
  simp
```

This theorem evaluates the line integral. By hand, the integrand is

(B × (P − G)) · (Q − P)/2 + t (B × (Q − P)) · (Q − P)/2.

The second term vanishes because B × (Q − P) is perpendicular to Q − P. The integrand is therefore constant and equals the integral over the unit interval. With P = C and Q = r,

φ_G(r) = (B × (C − G)) · (r − C)/2.

In Lean, `h` states that the integrand is constant: `simp only` writes out the components and `ring` checks the resulting identity. `intervalIntegral.integral_const` then does the integral.

```lean
/-- Moving the gauge origin from `G` to `G'` changes the line integral from `P` to `Q` by
`χ(Q) - χ(P)`. -/
theorem lineInt_change_origin (B G G' P Q : Vec) :
    lineInt (vecPot B G') P Q
      = lineInt (vecPot B G) P Q + (gaugeFn B G G' Q - gaugeFn B G G' P) := by
  rw [lineInt_vecPot, lineInt_vecPot]
  simp only [gaugeFn, cross_apply, dotProduct, Fin.sum_univ_three, Pi.sub_apply,
    Matrix.cons_val_zero, Matrix.cons_val_one, Matrix.cons_val]
  ring
```

Subtracting the closed formulas for G' and G leaves

(B × (G − G')) · (Q − P)/2 = χ(Q) − χ(P).

The proof inserts both formulas and again compares components.

```lean
/-- With the gauge origin at the centre of the nonlocal potential, the dressed potential equals
the undressed one. -/
theorem dressed_origin_at_centre {n : Type*} (B C : Vec) (r : n → Vec) (V : Matrix n n ℂ) :
    dressed (vecPot B C) C r V = V := by
  ext j k
  simp [dressed, lineInt_vecPot]
```

If G = C, then C − G = 0, every φ(r_j) is zero, and the dressing disappears. The model thus takes the bare V to be the correct pseudopotential in the gauge centred on its own atom. That is a physical assumption built into the definition.

```lean
variable {n : Type*} [Fintype n] [DecidableEq n]

/-- Conjugation by the gauge matrix multiplies the element `j k` by `exp(i(χ(r j) - χ(r k)))`. -/
theorem gaugeU_conj_apply (B G G' : Vec) (r : n → Vec) (M : Matrix n n ℂ) (j k : n) :
    (gaugeU B G G' r * M * (gaugeU B G G' r)ᴴ) j k
      = M j k * Complex.exp
          ((gaugeFn B G G' (r j) - gaugeFn B G G' (r k) : ℝ) * Complex.I) := by
  simp only [gaugeU, Matrix.diagonal_conjTranspose, Matrix.mul_diagonal, Matrix.diagonal_mul,
    Pi.star_apply, Complex.star_def, ← Complex.exp_conj, map_mul, Complex.conj_I,
    Complex.conj_ofReal]
  have h : ((gaugeFn B G G' (r j) - gaugeFn B G G' (r k) : ℝ) : ℂ) * Complex.I
      = (gaugeFn B G G' (r j) : ℂ) * Complex.I
        + (gaugeFn B G G' (r k) : ℂ) * -Complex.I := by
    push_cast
    ring
  rw [h, Complex.exp_add]
  ring
```

From here on, the grid is finite. Since U is diagonal,

(U M U†)_jk = exp(iχ(r_j)) M_jk exp(−iχ(r_k)).

The Lean proof takes the complex conjugate of the second phase, and uses `Complex.exp_add` to split the exponential in the claimed result into the same two factors.

```lean
/-- The gauge matrix is unitary. -/
theorem gaugeU_unitary (B G G' : Vec) (r : n → Vec) :
    gaugeU B G G' r ∈ Matrix.unitaryGroup n ℂ := by
  rw [Matrix.mem_unitaryGroup_iff, Matrix.star_eq_conjTranspose]
  ext j k
  have h := gaugeU_conj_apply B G G' r 1 j k
  rw [Matrix.mul_one] at h
  rw [h]
  by_cases hjk : j = k
  · subst hjk
    simp
  · simp [Matrix.one_apply_ne hjk]
```

Setting M = 1 in the previous result gives U U† = 1: off-diagonal elements are zero, and on the diagonal the phases cancel. The proof treats these two cases separately with `by_cases`.

```lean
/-- The dressed nonlocal potentials for gauge origins `G` and `G'` are conjugate by the
gauge matrix. -/
theorem dressed_covariant (B G G' C : Vec) (r : n → Vec) (V : Matrix n n ℂ) :
    dressed (vecPot B G') C r V
      = gaugeU B G G' r * dressed (vecPot B G) C r V * (gaugeU B G G' r)ᴴ := by
  ext j k
  rw [gaugeU_conj_apply]
  simp only [dressed, Matrix.of_apply, lineInt_change_origin B G G']
  -- the value of the gauge function at the centre cancels
  rw [mul_assoc, ← Complex.exp_add]
  congr 2
  push_cast
  ring
```

The dressed potentials for the two origins are related by V_G' = U V_G U†. By hand, the change of origin gives

φ_G'(r_j) − φ_G'(r_k) = φ_G(r_j) − φ_G(r_k) + [χ(r_j) − χ(C)] − [χ(r_k) − χ(C)].

The terms χ(C) cancel, leaving exactly the phase produced by conjugation with U. In Lean, `congr 2` reduces the equality of matrix elements to one of exponents, which `ring` settles.

```lean
/-- The Peierls hopping matrices for gauge origins `G` and `G'` are conjugate by the
gauge matrix. -/
theorem hopping_covariant (B G G' : Vec) (r : n → Vec) (T : Matrix n n ℂ) :
    hopping (vecPot B G') r T
      = gaugeU B G G' r * hopping (vecPot B G) r T * (gaugeU B G G' r)ᴴ := by
  ext j k
  rw [gaugeU_conj_apply]
  simp only [hopping, Matrix.of_apply, lineInt_change_origin B G G']
  rw [mul_assoc, ← Complex.exp_add]
  congr 2
  push_cast
  ring
```

For hopping, the integral from r_k to r_j changes by χ(r_j) − χ(r_k) directly, so the same U appears and the same tactics apply.

```lean
/-- The Hamiltonians with dressed nonlocal potentials at any finite number of centres are, for
gauge origins `G` and `G'`, conjugate by the gauge matrix. -/
theorem hamiltonian_covariant {ι : Type*} [Fintype ι] (B G G' : Vec) (r : n → Vec)
    (T : Matrix n n ℂ) (C : ι → Vec) (V : ι → Matrix n n ℂ) :
    hamiltonian (vecPot B G') r T C V
      = gaugeU B G G' r * hamiltonian (vecPot B G) r T C V * (gaugeU B G G' r)ᴴ := by
  simp only [hamiltonian, hopping_covariant B G G', dressed_covariant B G G',
    Matrix.mul_add, Matrix.add_mul, Finset.mul_sum, Finset.sum_mul]
```

Because χ does not depend on any centre, one U serves every term. Conjugation distributes over the sum, so

H_G' = U H_G U†.

```lean
/-- The characteristic polynomial of the Hamiltonian with dressed nonlocal potentials does not
depend on the gauge origin. -/
theorem charpoly_gauge_independent {ι : Type*} [Fintype ι] (B G G' : Vec) (r : n → Vec)
    (T : Matrix n n ℂ) (C : ι → Vec) (V : ι → Matrix n n ℂ) :
    (hamiltonian (vecPot B G') r T C V).charpoly
      = (hamiltonian (vecPot B G) r T C V).charpoly := by
  have h : (gaugeU B G G' r)ᴴ * gaugeU B G G' r = 1 :=
    Matrix.mem_unitaryGroup_iff'.1 (gaugeU_unitary B G G' r)
  rw [hamiltonian_covariant B G G', Matrix.charpoly_mul_comm, ← Matrix.mul_assoc, h,
    Matrix.one_mul]
```

The characteristic polynomial of a product XY equals that of YX. With X = U H_G and Y = U†, this turns U H_G U† into U†U H_G = H_G. The eigenvalues therefore agree, including their algebraic multiplicities. For finite-field electronic-structure calculations, this means that the one-electron levels of such a grid model do not depend on where the gauge origin is placed.

```lean
/-- Two grid points at unit distance on the first axis. -/
def twoSites : Fin 2 → Vec := ![![1, 0, 0], ![0, 0, 0]]
```

The counterexample uses two points, r_0 = (1, 0, 0) and r_1 = (0, 0, 0).

```lean
/-- The two-site matrix with unit off-diagonal elements and zero diagonal. -/
def swap : Matrix (Fin 2) (Fin 2) ℂ := !![0, 1; 1, 0]
```

This matrix, with 1 off the diagonal and 0 on it, serves both as the hopping T and as the nonlocal potential V.

```lean
/-- For Peierls hopping plus an undressed nonlocal potential on two sites, `2` is an eigenvalue
for one gauge origin and not for another, in the same magnetic field. -/
theorem undressed_gauge_dependent :
    (∃ ψ : Fin 2 → ℂ, ψ ≠ 0 ∧
      (hopping (vecPot ![0, 0, 2] ![0, 0, 0]) twoSites swap + swap) *ᵥ ψ = (2 : ℂ) • ψ) ∧
    ¬ ∃ ψ : Fin 2 → ℂ, ψ ≠ 0 ∧
      (hopping (vecPot ![0, 0, 2] ![0, Real.pi, 0]) twoSites swap + swap) *ᵥ ψ
        = (2 : ℂ) • ψ := by
  -- an origin at height g on the second axis gives the hopping phase g
  have e01 : ∀ g : ℝ,
      lineInt (vecPot ![0, 0, 2] ![0, g, 0]) (twoSites 1) (twoSites 0) = g := by
    intro g
    rw [lineInt_vecPot]
    simp [twoSites, cross_apply, dotProduct, Fin.sum_univ_three]
  have e10 : ∀ g : ℝ,
      lineInt (vecPot ![0, 0, 2] ![0, g, 0]) (twoSites 0) (twoSites 1) = -g := by
    intro g
    rw [lineInt_vecPot]
    simp [twoSites, cross_apply, dotProduct, Fin.sum_univ_three]
    ring
  have H : ∀ g : ℝ, hopping (vecPot ![0, 0, 2] ![0, g, 0]) twoSites swap + swap
      = !![0, Complex.exp ((g : ℂ) * Complex.I) + 1;
           Complex.exp (((-g : ℝ) : ℂ) * Complex.I) + 1, 0] := by
    intro g
    ext i j
    fin_cases i <;> fin_cases j <;> simp [hopping, swap, e01, e10]
  constructor
  · refine ⟨![1, 1], ?_, ?_⟩
    · intro h
      have h0 := congrFun h 0
      simp at h0
    · rw [H 0]
      ext i
      fin_cases i <;> simp [Matrix.mulVec, dotProduct, Fin.sum_univ_two] <;> norm_num
  · rintro ⟨ψ, hψ, h⟩
    have e2 : Complex.exp (((-Real.pi : ℝ) : ℂ) * Complex.I) = -1 := by
      rw [Complex.ofReal_neg, neg_mul, Complex.exp_neg, Complex.exp_pi_mul_I]
      norm_num
    -- at phase π the hopping cancels the undressed potential
    rw [H Real.pi, Complex.exp_pi_mul_I, e2] at h
    apply hψ
    ext i
    have hi := congrFun h i
    fin_cases i <;> simpa [Matrix.mulVec, dotProduct, Fin.sum_univ_two] using hi

end

end GaugeOriginPseudopotential
```

Take B = (0, 0, 2) and G = (0, g, 0). The line integral from r_1 to r_0 is g, and the reverse one is −g; these are `e01` and `e10`. With V left undressed, the total matrix, computed in `H`, has zero diagonal and the off-diagonal elements

H_01 = exp(ig) + 1,  H_10 = exp(−ig) + 1.

For g = 0 both are 2, and the normalised vector (1, 1)/√2 is an eigenvector with eigenvalue 2. Lean uses the unnormalised `![1, 1]`, since an eigenvector only has to be nonzero. For g = π the hopping elements are −1 and cancel V, so the matrix vanishes. The equation Hψ = 2ψ then reads 0 = 2ψ and forces ψ = 0, so 2 is not an eigenvalue. The field is the same in both cases; only the origin has moved.

```lean
#print axioms GaugeOriginPseudopotential.dressed_origin_at_centre
-- 'GaugeOriginPseudopotential.dressed_origin_at_centre' depends on axioms: [propext, Classical.choice, Quot.sound]
#print axioms GaugeOriginPseudopotential.charpoly_gauge_independent
-- 'GaugeOriginPseudopotential.charpoly_gauge_independent' depends on axioms: [propext, Classical.choice, Quot.sound]
#print axioms GaugeOriginPseudopotential.undressed_gauge_dependent
-- 'GaugeOriginPseudopotential.undressed_gauge_dependent' depends on axioms: [propext, Classical.choice, Quot.sound]
```
